# The exponential of a real antisymmetric matrix preserves the norm of every real vector

For any real square matrix `T` of finite size, any real vector `φ` and any real `s`, `ucc_norm_conserved` states that exp(s(T − Tᵀ))φ has the same squared norm as `φ`, which need not be normalised. In physical terms, a real reference state keeps its norm when it is transformed by the exponential of an antisymmetric generator. The names point to unitary coupled-cluster theory, but the file has no electrons, Hamiltonian or excitation operators, and `T` is an arbitrary matrix. The proof shows that the exponential is orthogonal, by merging the exponentials of −s(T − Tᵀ) and s(T − Tᵀ) into the exponential of their sum, which is zero. It then moves one exponential across the inner product as its transpose, so that the two cancel.

The failing Lean file:

```lean
import Mathlib

open Matrix

namespace UnitaryCoupledCluster

noncomputable section

variable {n : Type*} [Fintype n] [DecidableEq n]

/-- The curve `exp(sA) φ` generated by the matrix `A` from the reference vector `φ`. -/
def flow (A : Matrix n n ℝ) (φ : n → ℝ) (s : ℝ) : n → ℝ :=
  NormedSpace.exp (s • A) *ᵥ φ

omit [DecidableEq n] in
/-- A matrix moves across the real inner product as its transpose. -/
theorem mulVec_dot (A : Matrix n n ℝ) (x y : n → ℝ) :
    (A *ᵥ x) ⬝ᵥ y = x ⬝ᵥ (Aᵀ *ᵥ y) := by
  rw [dotProduct_comm, Matrix.dotProduct_mulVec, ← Matrix.mulVec_transpose,
    dotProduct_comm]

/-- The unitary coupled-cluster curve keeps the squared norm of the reference. -/
theorem ucc_norm_conserved (T : Matrix n n ℝ) (φ : n → ℝ) (s : ℝ) :
    flow (T - Tᵀ) φ s ⬝ᵥ flow (T - Tᵀ) φ s = φ ⬝ᵥ φ := by
  have hB : (s • (T - Tᵀ))ᵀ = -(s • (T - Tᵀ)) := by
    rw [Matrix.transpose_smul, Matrix.transpose_sub, Matrix.transpose_transpose,
      ← smul_neg, neg_sub]
  -- the exponential of an antisymmetric matrix is orthogonal
  have h : (NormedSpace.exp (s • (T - Tᵀ)))ᵀ * NormedSpace.exp (s • (T - Tᵀ)) = 1 := by
    rw [← Matrix.exp_transpose, hB,
      ← Matrix.exp_add_of_commute _ _ (Commute.neg_left (Commute.refl _)),
      neg_add_cancel, NormedSpace.exp_zero]
  rw [flow, mulVec_dot, Matrix.mulVec_mulVec, h, Matrix.one_mulVec]

end

end UnitaryCoupledCluster
```

Messages:

```
Main.lean:31:39: error(lean.synthInstanceFailed): failed to synthesize instance of type class
  HasDistribNeg (Matrix ?m.151 ?m.151 ?m.152)

Hint: Type class instance resolution failures can be inspected with the `set_option trace.Meta.synthInstance true` command.
```

Fix (accepted with no message):

```diff
@@ -26,8 +26,10 @@
     rw [Matrix.transpose_smul, Matrix.transpose_sub, Matrix.transpose_transpose,
       ← smul_neg, neg_sub]
+  have hc : Commute (-(s • (T - Tᵀ))) (s • (T - Tᵀ)) :=
+    Commute.neg_left (Commute.refl (s • (T - Tᵀ)))
   -- the exponential of an antisymmetric matrix is orthogonal
   have h : (NormedSpace.exp (s • (T - Tᵀ)))ᵀ * NormedSpace.exp (s • (T - Tᵀ)) = 1 := by
     rw [← Matrix.exp_transpose, hB,
-      ← Matrix.exp_add_of_commute _ _ (Commute.neg_left (Commute.refl _)),
+      ← Matrix.exp_add_of_commute _ _ hc,
       neg_add_cancel, NormedSpace.exp_zero]
   rw [flow, mulVec_dot, Matrix.mulVec_mulVec, h, Matrix.one_mulVec]
```

Diagnosis. The message says that Lean could not find a `HasDistribNeg` instance, which supplies the rules for how negation and multiplication interact, on a matrix type whose index type and entry type are both still unknown (`?m.151` and `?m.152`). Real square matrices do have this structure; what is missing is the information that these are the matrices meant. The error sits at `Commute.neg_left`, which needs the instance. In that argument of the rewrite the matrices are given only as `_`, and `Commute.refl _` does not name one either, so the search fails with the types undetermined.

The repair proves the commutation beforehand as `hc`, whose statement names both matrices, `-(s • (T - Tᵀ))` and `s • (T - Tᵀ)`. The types are then known and the instance can be found. The second change passes `hc` to `Matrix.exp_add_of_commute`, where it also settles the two remaining underscores. The mathematical argument is unchanged.
